# Bounded cleavage energies fix a unique bulk energy per layer

A six-layer slab can be cut into three double layers or into two triple layers. Let each cut cost between $0$ and $W$, and write $E(N)$ for the energy of a slab of $N$ layers. Then $3E(2)-E(6)$ lies between $0$ and $2W$, and $2E(3)-E(6)$ lies between $0$ and $W$. Subtracting gives

$$-\frac{W}{6}\le \frac{E(2)}{2}-\frac{E(3)}{3}\le \frac{W}{3},$$

so the two energies per layer are tied together although neither slab is thick. But my film energies oscillate between even and odd layer numbers, and the surface contribution never settles. Can such slabs still determine a single bulk energy per layer?

## One bulk energy, even when the surface term oscillates

Yes, provided the cost of a cut stays within fixed bounds at all thicknesses. Let $E(N)$ be the energy of an $N$-layer slab, and suppose that for all $M,N\ge1$

$$w\le E(M)+E(N)-E(M+N)\le W.$$

In physical terms, the assumption is that creating two new faces costs a bounded energy however thick the pieces are. Your case has $w=0$.

**Stacks of equal slabs.** For $n\ge1$ and $k\ge0$,

$$kw\le (k+1)E(n)-E((k+1)n)\le kW.$$

At $k=0$ all three terms vanish. Passing from $k$ to $k+1$ adds $E((k+1)n)+E(n)-E((k+2)n)$ to the middle term. This is one more cleavage energy, so it lies between $w$ and $W$.

**Two ways to cut $mn$ layers.** Cutting into $m$ slabs of $n$ layers, and into $n$ slabs of $m$ layers, gives

$$mE(n)-E(mn)\le(m-1)W,\qquad nE(m)-E(mn)\ge(n-1)w.$$

Subtract, and use $w\le W$, which holds because the cleavage energy for $M=N=1$ lies between them:

$$mE(n)-nE(m)\le (m-1)W-(n-1)w\le mW-nw.$$

Rearranging and dividing by $mn$,

$$\frac{E(n)-W}{n}\le\frac{E(m)-w}{m}\qquad(m,n\ge1).$$

**The bulk energy.** Every left side is a lower bound for all right sides, so $e=\inf_{m\ge1}(E(m)-w)/m$ exists and satisfies

$$\frac{E(N)-W}{N}\le e\le\frac{E(N)-w}{N},\qquad\text{that is,}\qquad w\le E(N)-Ne\le W .$$

**Uniqueness.** If $|E(N)-Ne'|\le B$ for all $N\ge1$, then $|E(N)/N-e'|\le B/N\to0$. Every admissible $e'$ is therefore the limit of the same sequence $E(N)/N$. Since $e$ is admissible, $e'=e$.

**Your oscillation.** Take $E(N)=Nb+g\,(N\bmod 2)$ with $g>0$. A cut costs $2g$ if both pieces are odd and $0$ otherwise. The excess over $Nb$ alternates between $0$ and $g$: it is bounded but has no limit, while the bulk energy is still $b$. This model leaves out the constant part of the surface energy. Adding a constant $s>0$ to every $E(N)$ raises each cleavage energy and each excess by $s$ and leaves the bulk energy at $b$.

## What the Lean statements say

The function `E : ℕ → ℝ` assigns one energy to each number of layers, and `CleavageWithin E w W` is the assumption above. `cleavageEnergy` is the total cost of a cut for a fixed in-plane cell, whereas the textbook quantity is often given per area. `excess E e N` is $E(N)-Ne$ and contains both faces of the slab. `HasBoundedExcess E e` says that its absolute value has one bound for all $N\ge1$.

The main theorem, `bulk_energy_of_bounded_cleavage`, provides an $e$ with three properties: `HasBoundedExcess E e'` holds exactly when `e' = e`, the energy per layer tends to $e$, and each excess lies in $[w,W]$. Setting `w` to `0` gives the bounds $0\le E(N)-Ne\le W$.

For surface calculations in electronic structure, this justifies speaking of a bulk energy obtained from slabs alone, for a family labelled only by layer number and with the cleavage bounds assumed. Identifying $e$ with the energy per layer of a separate periodic bulk calculation is a further physical step.

```lean
import Mathlib

open Filter Topology

namespace BoundedCleavage

noncomputable section

/-- The energy needed to cleave a slab of `M + N` layers into slabs of `M` and `N` layers. -/
def cleavageEnergy (E : ℕ → ℝ) (M N : ℕ) : ℝ := E M + E N - E (M + N)

/-- All cleavage energies into two slabs of at least one layer lie between `w` and `W`. -/
def CleavageWithin (E : ℕ → ℝ) (w W : ℝ) : Prop :=
  ∀ M N : ℕ, 1 ≤ M → 1 ≤ N → w ≤ cleavageEnergy E M N ∧ cleavageEnergy E M N ≤ W

/-- The excess energy of a slab of `N` layers over `N` layers of bulk with energy `e` each. -/
def excess (E : ℕ → ℝ) (e : ℝ) (N : ℕ) : ℝ := E N - N * e

/-- With `e` as bulk energy per layer, the excess energy stays bounded for all thicknesses
of at least one layer. -/
def HasBoundedExcess (E : ℕ → ℝ) (e : ℝ) : Prop :=
  ∃ B : ℝ, ∀ N : ℕ, 1 ≤ N → |excess E e N| ≤ B

/-- If cleavage energies lie between `w` and `W`, separating a stack into `k + 1` equal slabs
of `n ≥ 1` layers, which takes `k` cuts, costs between `k w` and `k W`. -/
theorem stack_bounds {E : ℕ → ℝ} {w W : ℝ} (h : CleavageWithin E w W)
    {n : ℕ} (hn : 1 ≤ n) (k : ℕ) :
    (k : ℝ) * w ≤ ((k : ℝ) + 1) * E n - E ((k + 1) * n) ∧
      ((k : ℝ) + 1) * E n - E ((k + 1) * n) ≤ (k : ℝ) * W := by
  induction k with
  | zero => simp
  | succ k ih =>
    -- one more cut removes one more slab
    have hk : 1 ≤ (k + 1) * n := Nat.mul_pos (Nat.succ_pos k) hn
    have hc := h ((k + 1) * n) n hk hn
    have hs : (k + 1 + 1) * n = (k + 1) * n + n := by ring
    unfold cleavageEnergy at hc
    rw [hs]
    push_cast
    constructor
    · linarith [ih.1, hc.1]
    · linarith [ih.2, hc.2]

/-- If cleavage energies lie between `w` and `W`, then for any two thicknesses `m, n ≥ 1` the energy
of the `n`-layer slab minus `W`, divided by `n`, is at most the energy of the `m`-layer slab minus
`w`, divided by `m`. -/
theorem slab_comparison {E : ℕ → ℝ} {w W : ℝ} (h : CleavageWithin E w W)
    {m n : ℕ} (hm : 1 ≤ m) (hn : 1 ≤ n) :
    (E n - W) / (n : ℝ) ≤ (E m - w) / (m : ℝ) := by
  obtain ⟨a, rfl⟩ : ∃ a, m = a + 1 := ⟨m - 1, by omega⟩
  obtain ⟨b, rfl⟩ : ∃ b, n = b + 1 := ⟨n - 1, by omega⟩
  -- the slab of `m n` layers is built in two ways
  have h1 := (stack_bounds h hn a).2
  have h2 := (stack_bounds h hm b).1
  rw [mul_comm (b + 1) (a + 1)] at h2
  have h3 := h 1 1 le_rfl le_rfl
  have hwW : w ≤ W := h3.1.trans h3.2
  rw [div_le_div_iff₀ (by positivity) (by positivity)]
  push_cast
  linarith

/-- If cleavage energies lie between `w` and `W`, some bulk energy per layer makes the excess
energy of every slab of at least one layer lie between `w` and `W`. -/
theorem exists_bulk_energy {E : ℕ → ℝ} {w W : ℝ} (h : CleavageWithin E w W) :
    ∃ e : ℝ, ∀ N : ℕ, 1 ≤ N → w ≤ excess E e N ∧ excess E e N ≤ W := by
  let f : ℕ → ℝ := fun k => (E (k + 1) - w) / ((k + 1 : ℕ) : ℝ)
  have hb : BddBelow (Set.range f) := by
    refine ⟨(E 1 - W) / ((1 : ℕ) : ℝ), ?_⟩
    rintro _ ⟨k, rfl⟩
    exact slab_comparison h (by omega) le_rfl
  -- the bulk energy is the infimum of `(E N - w) / N` over `N ≥ 1`
  refine ⟨⨅ k, f k, fun N hN => ?_⟩
  obtain ⟨k, rfl⟩ : ∃ k, N = k + 1 := ⟨N - 1, by omega⟩
  have hpos : (0 : ℝ) < ((k + 1 : ℕ) : ℝ) := by positivity
  have h1 : (⨅ k, f k) ≤ (E (k + 1) - w) / ((k + 1 : ℕ) : ℝ) := ciInf_le hb k
  have h2 : (E (k + 1) - W) / ((k + 1 : ℕ) : ℝ) ≤ ⨅ k, f k :=
    le_ciInf fun j => slab_comparison h (by omega) hN
  rw [le_div_iff₀ hpos] at h1
  rw [div_le_iff₀ hpos] at h2
  unfold excess
  constructor <;> linarith

/-- If the excess energy relative to `e` is bounded, the slab energy per layer converges
to `e`. -/
theorem energy_per_layer_tendsto {E : ℕ → ℝ} {e : ℝ} (h : HasBoundedExcess E e) :
    Tendsto (fun N : ℕ => E N / (N : ℝ)) atTop (𝓝 e) := by
  obtain ⟨B, hB⟩ := h
  rw [tendsto_iff_norm_sub_tendsto_zero]
  refine squeeze_zero' (Eventually.of_forall fun _ => norm_nonneg _) ?_
    (tendsto_const_div_atTop_nhds_zero_nat B)
  filter_upwards [eventually_ge_atTop 1] with N hN
  have hpos : (0 : ℝ) < N := by exact_mod_cast hN
  have hd : E N / (N : ℝ) - e = excess E e N / N := by
    unfold excess
    field_simp
  rw [hd, Real.norm_eq_abs, abs_div, abs_of_pos hpos]
  have hBN := hB N hN
  gcongr

/-- If cleavage energies lie between `w` and `W`, exactly one bulk energy `e` keeps the excess
energy bounded; the energy per layer converges to `e`, and the excess energy of every slab of
at least one layer lies between `w` and `W`. -/
theorem bulk_energy_of_bounded_cleavage {E : ℕ → ℝ} {w W : ℝ} (h : CleavageWithin E w W) :
    ∃ e : ℝ, (∀ e' : ℝ, HasBoundedExcess E e' ↔ e' = e) ∧
      Tendsto (fun N : ℕ => E N / (N : ℝ)) atTop (𝓝 e) ∧
      ∀ N : ℕ, 1 ≤ N → w ≤ excess E e N ∧ excess E e N ≤ W := by
  obtain ⟨e, he⟩ := exists_bulk_energy h
  have hb : HasBoundedExcess E e :=
    ⟨max |w| |W|, fun N hN => abs_le_max_abs_abs (he N hN).1 (he N hN).2⟩
  have ht := energy_per_layer_tendsto hb
  refine ⟨e, fun e' => ⟨fun h' => ?_, fun h' => h' ▸ hb⟩, ht, he⟩
  -- two admissible bulk energies are limits of the same sequence
  exact tendsto_nhds_unique (energy_per_layer_tendsto h') ht

/-- If cleavage energies lie between `w` and `W` and the excess relative to `e` is bounded, the
energy slope between slabs of `M < N` layers, `M ≥ 1`, differs from `e` by at most
`(W - w) / (N - M)`. -/
theorem two_slab_estimate {E : ℕ → ℝ} {w W e : ℝ} (h : CleavageWithin E w W)
    (he : HasBoundedExcess E e) {M N : ℕ} (hM : 1 ≤ M) (hMN : M < N) :
    |(E N - E M) / ((N : ℝ) - M) - e| ≤ (W - w) / ((N : ℝ) - M) := by
  obtain ⟨e₀, huniq, -, hb⟩ := bulk_energy_of_bounded_cleavage h
  have hee : e = e₀ := (huniq e).mp he
  subst hee
  have hpos : (0 : ℝ) < (N : ℝ) - M := sub_pos.mpr (by exact_mod_cast hMN)
  have h1 := hb M hM
  have h2 := hb N (by omega)
  unfold excess at h1 h2
  -- clear the denominator on both sides of the estimate
  rw [abs_le]
  constructor
  · rw [← sub_nonneg]
    have hq : (E N - E M) / ((N : ℝ) - M) - e - -((W - w) / ((N : ℝ) - M))
        = (E N - E M - e * ((N : ℝ) - M) + (W - w)) / ((N : ℝ) - M) := by
      have := hpos.ne'
      field_simp
      ring
    rw [hq]
    exact div_nonneg (by linarith [h1.2, h2.1]) hpos.le
  · rw [sub_le_iff_le_add, div_le_iff₀ hpos, add_mul, div_mul_cancel₀ _ hpos.ne']
    linarith [h1.1, h2.2]

/-- Slab energies with bulk energy `b` per layer and an extra energy `g` for odd numbers of
layers. -/
def evenOddSlab (b g : ℝ) (N : ℕ) : ℝ := N * b + g * ((N % 2 : ℕ) : ℝ)

/-- For `g > 0` the even-odd slabs have cleavage energies between `0` and `2 g`, yet their
excess energy over the bulk energy `b` has no limit. -/
theorem evenOddSlab_excess_not_convergent (b : ℝ) {g : ℝ} (hg : 0 < g) :
    CleavageWithin (evenOddSlab b g) 0 (2 * g) ∧
      ¬ ∃ s : ℝ, Tendsto (excess (evenOddSlab b g) b) atTop (𝓝 s) := by
  constructor
  · intro M N _ _
    have hp : (M % 2 = 0 ∧ N % 2 = 0 ∧ (M + N) % 2 = 0) ∨
        (M % 2 = 0 ∧ N % 2 = 1 ∧ (M + N) % 2 = 1) ∨
        (M % 2 = 1 ∧ N % 2 = 0 ∧ (M + N) % 2 = 1) ∨
        (M % 2 = 1 ∧ N % 2 = 1 ∧ (M + N) % 2 = 0) := by omega
    rcases hp with ⟨h1, h2, h3⟩ | ⟨h1, h2, h3⟩ | ⟨h1, h2, h3⟩ | ⟨h1, h2, h3⟩ <;>
      simp only [cleavageEnergy, evenOddSlab, h1, h2, h3, Nat.cast_add, Nat.cast_zero,
        Nat.cast_one] <;>
      constructor <;> linarith
  · rintro ⟨s, hs⟩
    -- even and odd thicknesses give different limits
    have t0 : Tendsto (fun k : ℕ => 2 * k) atTop atTop :=
      tendsto_atTop_mono (fun k => (by show k ≤ 2 * k; omega)) tendsto_id
    have t1 : Tendsto (fun k : ℕ => 2 * k + 1) atTop atTop :=
      tendsto_atTop_mono (fun k => (by show k ≤ 2 * k + 1; omega)) tendsto_id
    have a0 : ∀ k : ℕ, excess (evenOddSlab b g) b (2 * k) = 0 := by
      intro k
      have hk : (2 * k) % 2 = 0 := by omega
      simp only [excess, evenOddSlab, hk, Nat.cast_zero]
      ring
    have a1 : ∀ k : ℕ, excess (evenOddSlab b g) b (2 * k + 1) = g := by
      intro k
      have hk : (2 * k + 1) % 2 = 1 := by omega
      simp only [excess, evenOddSlab, hk, Nat.cast_one]
      ring
    have l0 : Tendsto (fun _ : ℕ => (0 : ℝ)) atTop (𝓝 s) := (hs.comp t0).congr a0
    have l1 : Tendsto (fun _ : ℕ => g) atTop (𝓝 s) := (hs.comp t1).congr a1
    have e0 := tendsto_nhds_unique l0 tendsto_const_nhds
    have e1 := tendsto_nhds_unique l1 tendsto_const_nhds
    linarith

end

end BoundedCleavage
```

```lean
#print axioms BoundedCleavage.bulk_energy_of_bounded_cleavage
-- 'BoundedCleavage.bulk_energy_of_bounded_cleavage' depends on axioms: [propext, Classical.choice, Quot.sound]
#print axioms BoundedCleavage.two_slab_estimate
-- 'BoundedCleavage.two_slab_estimate' depends on axioms: [propext, Classical.choice, Quot.sound]
#print axioms BoundedCleavage.evenOddSlab_excess_not_convergent
-- 'BoundedCleavage.evenOddSlab_excess_not_convergent' depends on axioms: [propext, Classical.choice, Quot.sound]
```

## From the cuts to the Lean proof

`stack_bounds` is the induction on the number of cuts; `linarith` adds the new cleavage bound to the previous ones. `slab_comparison` writes the thicknesses as `a + 1` and `b + 1`, applies the stack bounds to both ways of cutting, and clears the denominators with `div_le_div_iff₀`.

In `exists_bulk_energy`, the function `f` at `k` belongs to the slab of $k+1$ layers, so the infimum starts at one layer. `ciInf_le` gives the upper bound on $e$ and `le_ciInf` the lower one; multiplying by the thickness turns them into the bounds on the excess.

`energy_per_layer_tendsto` squeezes $|E(N)/N-e|$ between $0$ and $B/N$. The main theorem takes $B=\max(|w|,|W|)$ for the constructed $e$ and obtains uniqueness from `tendsto_nhds_unique`.

`two_slab_estimate` first identifies the given `e` with the one from the main theorem. The excesses at $M<N$ both lie in $[w,W]$, so their difference, $E(N)-E(M)-(N-M)e$, has absolute value at most $W-w$. Dividing by $N-M$ gives the estimate.

For the oscillating slabs, the code lists the four parity cases of a cut, and `omega` proves that one of them always holds. The subsequences `2 * k` and `2 * k + 1` then force a supposed limit of the excess to equal both $0$ and $g$, contradicting $g>0$.

## The slope between two slabs in a surface calculation

The surface energy of a symmetric slab with face area $A$ is computed as $(E(N)-Ne)/(2A)$. If the bulk value used is $e+\delta$ instead of $e$, the numerator acquires the term $-N\delta$, and the apparent surface energy drifts linearly with thickness.

A common alternative takes the bulk value from the slabs themselves, as the slope $(E(N)-E(M))/(N-M)$. As an illustration, let all cleavage energies lie between $1.9$ and $2.1$ eV per surface cell. The slope between slabs of 5 and 15 layers then differs from $e$ by at most $0.2/10=0.02$ eV per layer. In the excess of the 15-layer slab this amounts to at most $0.3$ eV, because the error in the slope is multiplied by the number of layers. The assumption itself says more: it places this excess between $1.9$ and $2.1$ eV, so that $E(15)$ alone confines $e$ to an interval of width $0.2/15\approx0.013$ eV. The slope, however, can be computed without knowing $w$ and $W$, and its error vanishes as $N-M$ grows.
